# The first Barzilai-Borwein step after an exact line search can raise the energy with Hessian $\mathrm{diag}(1,\kappa)$, $\kappa\ge 1$, exactly when $\kappa>2$

For a real symmetric positive definite matrix $A$, the energy of a point $x$ is $f(x)=x^TAx/2$, a gradient move of length $a$ takes $x$ to $x-a\,Ax$, and the exact line search step is $g^Tg/g^TAg$ with $g=Ax$. The first iterate $x'$ is reached from $x$ by the exact step, and the second iterate $x''$ is reached from $x'$ by the Barzilai-Borwein step $s^Ts/s^Ty$, where $s=x'-x$ and $y=Ax'-Ax$. The method has a second step length, $s^Ty/y^Ty$, which is not treated here.

```lean
import Mathlib

open Matrix

namespace BarzilaiBorweinNonmonotone

noncomputable section

variable {n : Type*} [Fintype n]

/-- The quadratic energy `xᵀ A x / 2`, whose Hessian is `A` when `A` is symmetric. -/
def energy (A : Matrix n n ℝ) (x : n → ℝ) : ℝ := (x ⬝ᵥ A *ᵥ x) / 2

/-- A move of step length `a` against `A x`, which is the gradient when `A` is symmetric. -/
def descend (A : Matrix n n ℝ) (a : ℝ) (x : n → ℝ) : n → ℝ := x - a • (A *ᵥ x)

/-- The exact line search step `gᵀg / gᵀAg` with `g = A x`. -/
def exactStep (A : Matrix n n ℝ) (x : n → ℝ) : ℝ :=
  ((A *ᵥ x) ⬝ᵥ (A *ᵥ x)) / ((A *ᵥ x) ⬝ᵥ (A *ᵥ (A *ᵥ x)))

/-- The Barzilai-Borwein step `sᵀs / sᵀy`, with `s = x' - x` and `y = A x' - A x`. -/
def bbStep (A : Matrix n n ℝ) (x x' : n → ℝ) : ℝ :=
  ((x' - x) ⬝ᵥ (x' - x)) / ((x' - x) ⬝ᵥ (A *ᵥ x' - A *ᵥ x))

/-- The first iterate, reached from `x` by exact line search. -/
def firstIterate (A : Matrix n n ℝ) (x : n → ℝ) : n → ℝ := descend A (exactStep A x) x

/-- The second iterate, reached from the first by the Barzilai-Borwein step. -/
def secondIterate (A : Matrix n n ℝ) (x : n → ℝ) : n → ℝ :=
  descend A (bbStep A x (firstIterate A x)) (firstIterate A x)

/-- The Hessian `diag(1, κ)` of the energy `(x₀² + κ x₁²) / 2`. -/
def hess (κ : ℝ) : Matrix (Fin 2) (Fin 2) ℝ := !![1, 0; 0, κ]

/-- For symmetric `A`, the energy after a move of length `a` against the gradient is a polynomial in
`a` of degree at most two. -/
theorem energy_descend {A : Matrix n n ℝ} (hA : A.IsSymm) (a : ℝ) (x : n → ℝ) :
    energy A (descend A a x) = energy A x - a * ((A *ᵥ x) ⬝ᵥ (A *ᵥ x))
      + a ^ 2 / 2 * ((A *ᵥ x) ⬝ᵥ (A *ᵥ (A *ᵥ x))) := by
  -- symmetry moves one factor of the Hessian to the left
  have h : x ⬝ᵥ (A *ᵥ (A *ᵥ x)) = (A *ᵥ x) ⬝ᵥ (A *ᵥ x) := by
    rw [Matrix.dotProduct_mulVec x A (A *ᵥ x), ← Matrix.mulVec_transpose, hA.eq]
  simp only [energy, descend, Matrix.mulVec_sub, Matrix.mulVec_smul, sub_dotProduct,
    dotProduct_sub, smul_dotProduct, dotProduct_smul, smul_eq_mul]
  linear_combination (-a / 2) * h

/-- If the curvature along the gradient is positive, the exact step gives the lowest energy
among all step lengths. -/
theorem exactStep_minimises {A : Matrix n n ℝ} (hA : A.IsSymm) (x : n → ℝ)
    (hc : 0 < (A *ᵥ x) ⬝ᵥ (A *ᵥ (A *ᵥ x))) (a : ℝ) :
    energy A (descend A (exactStep A x) x) ≤ energy A (descend A a x) := by
  have hg : (A *ᵥ x) ⬝ᵥ (A *ᵥ x)
      = exactStep A x * ((A *ᵥ x) ⬝ᵥ (A *ᵥ (A *ᵥ x))) :=
    (div_mul_cancel₀ _ hc.ne').symm
  rw [energy_descend hA, energy_descend hA, hg]
  nlinarith [mul_nonneg hc.le (sq_nonneg (a - exactStep A x))]

/-- If the curvature along the gradient is positive, a positive step raises the energy exactly
when it is longer than twice the exact line search step. -/
theorem energy_rises_iff {A : Matrix n n ℝ} (hA : A.IsSymm) (x : n → ℝ)
    (hc : 0 < (A *ᵥ x) ⬝ᵥ (A *ᵥ (A *ᵥ x))) {a : ℝ} (ha : 0 < a) :
    energy A x < energy A (descend A a x) ↔ 2 * exactStep A x < a := by
  rw [energy_descend hA, exactStep, ← mul_div_assoc, div_lt_iff₀ hc]
  constructor
  · intro h
    by_contra h'
    nlinarith [mul_le_mul_of_nonneg_left (not_lt.1 h') ha.le]
  · intro h
    nlinarith [mul_lt_mul_of_pos_left h ha]

/-- After a gradient move of any nonzero length, the Barzilai-Borwein step equals the exact
line search step of the previous point. -/
theorem bbStep_descend (A : Matrix n n ℝ) (x : n → ℝ) {a : ℝ} (ha : a ≠ 0) :
    bbStep A x (descend A a x) = exactStep A x := by
  have hs : descend A a x - x = (-a) • (A *ᵥ x) := by
    unfold descend
    module
  have hy : A *ᵥ descend A a x - A *ᵥ x = (-a) • (A *ᵥ (A *ᵥ x)) := by
    rw [← Matrix.mulVec_sub, hs, Matrix.mulVec_smul]
  unfold bbStep exactStep
  rw [hy, hs]
  simp only [smul_dotProduct, dotProduct_smul, smul_eq_mul]
  rw [mul_div_mul_left _ _ (neg_ne_zero.2 ha), mul_div_mul_left _ _ (neg_ne_zero.2 ha)]

/-- The second iterate repeats the step length of the first. -/
theorem secondIterate_eq (A : Matrix n n ℝ) (x : n → ℝ) :
    secondIterate A x = descend A (exactStep A x) (firstIterate A x) := by
  by_cases h : exactStep A x = 0
  · simp [secondIterate, firstIterate, h, descend, bbStep]
  · rw [secondIterate, firstIterate, bbStep_descend A x h]

private lemma hess_mulVec (κ : ℝ) (x : Fin 2 → ℝ) : hess κ *ᵥ x = ![x 0, κ * x 1] := by
  ext i
  fin_cases i <;> simp [hess, Matrix.mulVec, dotProduct, Fin.sum_univ_two]

private lemma energy_hess (κ : ℝ) (x : Fin 2 → ℝ) :
    energy (hess κ) x = (x 0 ^ 2 + κ * x 1 ^ 2) / 2 := by
  simp only [energy, hess_mulVec, dotProduct, Fin.sum_univ_two]
  change (x 0 * x 0 + x 1 * (κ * x 1)) / 2 = _
  ring

private lemma descend_zero (κ a : ℝ) (x : Fin 2 → ℝ) :
    descend (hess κ) a x 0 = (1 - a) * x 0 := by
  rw [descend, hess_mulVec]
  change x 0 - a * x 0 = _
  ring

private lemma descend_one (κ a : ℝ) (x : Fin 2 → ℝ) :
    descend (hess κ) a x 1 = (1 - a * κ) * x 1 := by
  rw [descend, hess_mulVec]
  change x 1 - a * (κ * x 1) = _
  ring

private lemma exactStep_hess (κ : ℝ) (x : Fin 2 → ℝ) : exactStep (hess κ) x
    = (x 0 ^ 2 + κ ^ 2 * x 1 ^ 2) / (x 0 ^ 2 + κ ^ 3 * x 1 ^ 2) := by
  simp only [exactStep, hess_mulVec, dotProduct, Fin.sum_univ_two]
  change (x 0 * x 0 + κ * x 1 * (κ * x 1)) / (x 0 * x 0 + κ * x 1 * (κ * (κ * x 1))) = _
  congr 1 <;> ring

/-- For `(x₀² + 4 x₁²) / 2` started at `(2, 1/4)`, the exact and the Barzilai-Borwein step are both
`5/8`, and the energy goes from `9/16` at the first iterate up to `1377/2048` at the second. -/
theorem barzilaiBorwein_not_monotone :
    exactStep (hess 4) ![2, 1 / 4] = 5 / 8 ∧
    firstIterate (hess 4) ![2, 1 / 4] = ![3 / 4, -3 / 8] ∧
    bbStep (hess 4) ![2, 1 / 4] ![3 / 4, -3 / 8] = 5 / 8 ∧
    secondIterate (hess 4) ![2, 1 / 4] = ![9 / 32, 9 / 16] ∧
    energy (hess 4) ![3 / 4, -3 / 8] = 9 / 16 ∧
    energy (hess 4) ![9 / 32, 9 / 16] = 1377 / 2048 ∧
    (9 / 16 : ℝ) < 1377 / 2048 := by
  have hc : exactStep (hess 4) ![2, 1 / 4] = 5 / 8 := by
    rw [exactStep_hess]
    norm_num
  have h1 : firstIterate (hess 4) ![2, 1 / 4] = ![3 / 4, -3 / 8] := by
    rw [firstIterate, hc, descend, hess_mulVec]
    ext i
    fin_cases i <;> norm_num
  refine ⟨hc, h1, ?_, ?_, ?_, ?_, by norm_num⟩
  · rw [← h1, firstIterate, bbStep_descend _ _ (by rw [hc]; norm_num), hc]
  · rw [secondIterate_eq, hc, h1, descend, hess_mulVec]
    ext i
    fin_cases i <;> norm_num
  · rw [energy_hess]
    norm_num
  · rw [energy_hess]
    norm_num

/-- For the Hessian `diag(1, κ)` with `κ ≥ 1`, some starting point makes the energy rise from
the first to the second iterate if and only if `κ > 2`. -/
theorem exists_rise_iff {κ : ℝ} (hκ : 1 ≤ κ) :
    (∃ x, energy (hess κ) (firstIterate (hess κ) x)
      < energy (hess κ) (secondIterate (hess κ) x)) ↔ 2 < κ := by
  have hk : 0 < κ := by linarith
  constructor
  · rintro ⟨x, hx⟩
    by_contra h
    have h2 : κ ≤ 2 := not_lt.1 h
    -- the repeated step lies between 0 and 1
    have ha0 : 0 ≤ exactStep (hess κ) x := by
      rw [exactStep_hess]
      positivity
    have ha1 : exactStep (hess κ) x ≤ 1 := by
      rw [exactStep_hess]
      refine div_le_one_of_le₀ ?_ (by positivity)
      nlinarith [mul_nonneg (mul_nonneg (sq_nonneg κ) (sub_nonneg.2 hκ)) (sq_nonneg (x 1))]
    rw [secondIterate_eq] at hx
    generalize firstIterate (hess κ) x = z at hx
    generalize exactStep (hess κ) x = a at hx ha0 ha1
    simp only [energy_hess, descend_zero, descend_one] at hx
    have hb : 0 ≤ 2 - a * κ := by nlinarith [mul_nonneg (sub_nonneg.2 ha1) hk.le]
    have e0 : 0 ≤ a * (2 - a) * z 0 ^ 2 :=
      mul_nonneg (mul_nonneg ha0 (by linarith)) (sq_nonneg _)
    have e1 : 0 ≤ κ * (a * κ) * (2 - a * κ) * z 1 ^ 2 :=
      mul_nonneg (mul_nonneg (by positivity) hb) (sq_nonneg _)
    nlinarith [e0, e1]
  · intro h
    have hd : 0 < κ - 2 := by linarith
    obtain ⟨q, hq0, hq⟩ : ∃ q : ℝ, 0 < q ∧ q * (κ - 2) = 2 * κ :=
      ⟨2 * κ / (κ - 2), by positivity, div_mul_cancel₀ _ hd.ne'⟩
    obtain ⟨t, ht0, ht⟩ : ∃ t : ℝ, 0 < t ∧ 2 * (t ^ 2 + κ) < 1 + κ * t ^ 2 :=
      ⟨q + 1, by linarith, by nlinarith [mul_pos hd (pow_pos hq0 2)]⟩
    -- start at (t, 1/κ), where the gradient is (t, 1)
    obtain ⟨x, hx0, hx1⟩ : ∃ x : Fin 2 → ℝ, x 0 = t ∧ x 1 = 1 / κ :=
      ⟨![t, 1 / κ], rfl, rfl⟩
    have hc := exactStep_hess κ x
    have e1 : κ ^ 2 * (1 / κ) ^ 2 = 1 := by field_simp
    have e2 : κ ^ 3 * (1 / κ) ^ 2 = κ := by field_simp
    rw [hx0, hx1, e1, e2] at hc
    have hD : 0 < t ^ 2 + κ := by positivity
    have ha0 : 0 < exactStep (hess κ) x := by
      rw [hc]
      positivity
    have ha1 : exactStep (hess κ) x < 1 := by
      rw [hc, div_lt_one hD]
      linarith
    have haD : exactStep (hess κ) x * (t ^ 2 + κ) = t ^ 2 + 1 := by
      rw [hc]
      exact div_mul_cancel₀ _ hD.ne'
    refine ⟨x, ?_⟩
    rw [secondIterate_eq]
    simp only [firstIterate, energy_hess, descend_zero, descend_one, hx0, hx1]
    clear hc
    generalize exactStep (hess κ) x = a at ha0 ha1 haD ⊢
    have e : (1 - a * κ) * (1 / κ) = -((1 - a) * t ^ 2) / κ := by
      have e' : 1 - a * κ = -((1 - a) * t ^ 2) := by linear_combination -haD
      rw [e']
      ring
    rw [e]
    have hr : 0 < (1 - a) * t := mul_pos (by linarith) ht0
    have hgap : 0 < a * (1 + κ * t ^ 2) - 2 * (1 + t ^ 2) := by
      nlinarith [mul_lt_mul_of_pos_left ht ha0]
    have hkey := mul_pos (mul_pos ha0 (pow_pos hr 2)) hgap
    -- the energy gain is half of this positive product
    have hid : (((1 - a) * ((1 - a) * t)) ^ 2
          + κ * ((1 - a * κ) * (-((1 - a) * t ^ 2) / κ)) ^ 2) / 2
        - (((1 - a) * t) ^ 2 + κ * (-((1 - a) * t ^ 2) / κ) ^ 2) / 2
        = a * ((1 - a) * t) ^ 2 * (a * (1 + κ * t ^ 2) - 2 * (1 + t ^ 2)) / 2 := by
      field_simp
      ring
    linarith

end

end BarzilaiBorweinNonmonotone
```

```lean
#print axioms BarzilaiBorweinNonmonotone.exactStep_minimises
#print axioms BarzilaiBorweinNonmonotone.energy_rises_iff
#print axioms BarzilaiBorweinNonmonotone.barzilaiBorwein_not_monotone
#print axioms BarzilaiBorweinNonmonotone.exists_rise_iff
```

```
'BarzilaiBorweinNonmonotone.exactStep_minimises' depends on axioms: [propext, Classical.choice, Quot.sound]
'BarzilaiBorweinNonmonotone.energy_rises_iff' depends on axioms: [propext, Classical.choice, Quot.sound]
'BarzilaiBorweinNonmonotone.barzilaiBorwein_not_monotone' depends on axioms: [propext, Classical.choice, Quot.sound]
'BarzilaiBorweinNonmonotone.exists_rise_iff' depends on axioms: [propext, Classical.choice, Quot.sound]
```

## The example and the threshold in words

The theorem `barzilaiBorwein_not_monotone` concerns $f(x)=(x_0^2+4x_1^2)/2$, with the components numbered from zero as in the code. From the start $(2,1/4)$, the exact step $5/8$ leads to $(3/4,-3/8)$, where the energy is $9/16$. The Barzilai-Borwein step computed from these two points is again $5/8$. It leads to $(9/32,9/16)$, where the energy is $1377/2048\approx 0.672$, which is more than $9/16=0.5625$.

The theorem `exists_rise_iff` says when this can happen for the Hessian $\mathrm{diag}(1,\kappa)$ with $\kappa\ge1$: there is a start $x$ with $f(x')<f(x'')$ if and only if $\kappa>2$. Here $\kappa$ is the condition number, the ratio of the stiff to the soft force constant. For $\kappa>2$ the theorem gives some start with a rise, and other starts may show none. From $(1,0)$, for instance, the exact step lands on the minimum and the energy stays at zero.

## Matrices, gradients and curvature

In Lean a point is a function `n → ℝ` on a finite index type, so the general theorems hold in any finite dimension. There is no linear term, so the origin is a stationary point of the model, and it is the minimum when $A$ is positive definite. The vector `A *ᵥ x` is the gradient of `energy A` when $A$ is symmetric, which is the hypothesis `A.IsSymm`. A Hessian of second derivatives satisfies it whenever those derivatives are continuous.

The hypothesis `hc` says that $g^TAg>0$, that is, the energy curves upwards along the gradient direction. It holds at every non-stationary point of a positive definite quadratic, and it excludes stationary points, where $g=0$. It is needed only for the two theorems on the line search parabola. The threshold theorem has $\kappa\ge1$ in its place, which makes both force constants positive and takes the softer one as the unit.

In a geometry optimisation near a minimum, to the extent that the surface is described by such a two-coordinate quadratic model with $\kappa>2$, a rise in energy after a Barzilai-Borwein step is therefore no sign by itself of a wrong gradient. The theorems follow the method for two iterates in exact arithmetic. They don't address convergence, anharmonic surfaces or noisy gradients.

## The parabola along the gradient

Write $g=Ax$. Expanding the energy after a move of length $a$ gives

$$f(x-ag)=f(x)-\tfrac a2\left(x^TAg+g^TAx\right)+\tfrac{a^2}{2}\,g^TAg .$$

The second term in the bracket is $g^Tg$, and by symmetry so is the first, since $x^TAg=(Ax)^Tg$. Hence

$$f(x-ag)=f(x)-a\,g^Tg+\tfrac{a^2}{2}\,g^TAg .$$

This is `energy_descend`. Its `h` is the symmetry identity, `simp only` expands the products, and `linear_combination` inserts `h` with the right coefficient.

Now let $c=g^TAg>0$ and let $\alpha=g^Tg/c$ be the exact step. Replacing $g^Tg$ by $\alpha c$ gives two identities:

$$f(x-ag)-f(x-\alpha g)=\tfrac c2(a-\alpha)^2,\qquad f(x-ag)-f(x)=\tfrac{ac}{2}(a-2\alpha).$$

The first shows that $\alpha$ minimises the energy on the line, which is `exactStep_minimises`; the square is the hint given to `nlinarith`. The second shows that a positive step raises the energy exactly when $a>2\alpha$, which is `energy_rises_iff`. There the proof clears the denominator $c$ and multiplies the remaining inequality by $a$.

## A step that arrives one iteration late

Suppose that $x'$ comes from $x$ by a gradient move of any length $a\ne0$. Then $s=-a\,g$ and $y=-a\,Ag$, so

$$\frac{s^Ts}{s^Ty}=\frac{a^2\,g^Tg}{a^2\,g^TAg}=\frac{g^Tg}{g^TAg}.$$

The Barzilai-Borwein step at $x'$ is the exact step of the previous point $x$. This is `bbStep_descend`, where `hs` and `hy` are the two formulas for $s$ and $y$, and the factor $-a$ is cancelled twice. It needs no symmetry.

Consequently $x''$ is obtained from $x'$ with the same step length that led from $x$ to $x'$, as `secondIterate_eq` states. If the exact step is zero, as Lean's division makes it at a stationary point, nothing moves and the formula for the Barzilai-Borwein step becomes $0/0$, which Lean sets to zero, so the statement holds in that case too.

In the example the gradient at the start is $(2,1)$, so the exact step is $(4+1)/(4+4)=5/8$. A move of this length multiplies the components by $1-5/8=3/8$ and $1-4\cdot5/8=-3/2$. Applied twice to $(2,1/4)$, these factors give $(3/4,-3/8)$ and then $(9/32,9/16)$. The stiff component grows at each move. At the first iterate the exact step would be $5/17$, and the step $5/8$ is longer than twice that, in agreement with the criterion above. The Lean proof obtains the repeated step from the general lemmas and leaves the fractions to `norm_num`.

## No rise up to $\kappa=2$

For $\mathrm{diag}(1,\kappa)$, a move of length $a$ multiplies $x_0$ by $1-a$ and $x_1$ by $1-a\kappa$ (`descend_zero` and `descend_one`). By `exactStep_hess`, the exact step at $x\neq 0$ is

$$a=\frac{x_0^2+\kappa^2x_1^2}{x_0^2+\kappa^3x_1^2}.$$

Since $\kappa\ge1$, this lies between 0 and 1. If also $\kappa\le2$, then $0\le a\kappa\le2$, so both factors have modulus at most 1 and neither component can grow. In terms of the energy,

$$2\,(f(x')-f(x''))=a(2-a)\,x_0'^2+\kappa\,(a\kappa)(2-a\kappa)\,x_1'^2\ge0 .$$

The two terms on the right are `e0` and `e1` in the proof. Before they are formed, `generalize` replaces the first iterate by an arbitrary point `z` and the step by a number `a` in $[0,1]$, because nothing else about them is used.

## A start that gives a rise for $\kappa>2$

Start at $x=(t,1/\kappa)$ with $t>0$, where the gradient is $(t,1)$. The exact step is

$$a=\frac{t^2+1}{t^2+\kappa},$$

which is less than 1. Rearranging this gives $1-a\kappa=-(1-a)t^2$. With $r=(1-a)t>0$, the first iterate is therefore $x'=(r,-rt/\kappa)$. Repeating the step multiplies its components by $1-a$ and $1-a\kappa$, so

$$f(x'')-f(x')=\frac{r^2}{2}\left[(1-a)^2-1+\frac{t^2}{\kappa}\left((1-a\kappa)^2-1\right)\right]$$

$$=\frac{a\,r^2}{2}\left[a(1+\kappa t^2)-2(1+t^2)\right].$$

Inserting $a$ shows that the last bracket is positive exactly when $1+\kappa t^2>2(t^2+\kappa)$, or

$$t^2>\frac{2\kappa-1}{\kappa-2}.$$

Such a $t$ exists because $\kappa>2$. For $\kappa=4$ the condition is $t^2>7/2$, and the example has $t=2$.

In Lean, `t` is chosen as $q+1$ with $q=2\kappa/(\kappa-2)$, which is large enough. The formula for $1-a\kappa$ is `e'`, the positive bracket is `hgap`, and the identity for the energy difference is `hid`, proved by `field_simp` and `ring`. The final `linarith` combines it with the positivity of the product in `hkey`.

## More coordinates and later steps

The argument for $\kappa\le2$ extends by hand, beyond the Lean theorems, to any symmetric positive definite Hessian whose largest eigenvalue $M$ is at most twice its smallest eigenvalue $m$. Each Barzilai-Borwein step is the exact step of the previous point and so is at most $1/m$. For every eigenvalue $\lambda$ the product of step and $\lambda$ then lies between 0 and $M/m\le2$, and no component along an eigenvector grows. The energy thus never rises at any iteration, as long as the method stops when the gradient vanishes.
